# Relative Slater exchange of a density shell 1 + aP₂: the first term beyond second order is −8a³/2835

Q: A PAW calculation may expand the on-site exchange-correlation energy in the non-spherical part of the density and stop at second order. Without an error estimate I can't tell how much of a small energy difference is truncation, or even which sign the truncation has. What does your formal result say about that?

A: It answers for exchange alone and a single multipole. Take a shell of radius $r$ with density $n_0(1+aP_2(t))$, where $n_0$ is its spherical average, $t=\cos\theta$, $P_2(t)=(3t^2-1)/2$ and $a$ is the anisotropy. The spin-unpolarised Slater exchange energy is $-C_x\int n^{4/3}\,d^3r$ with a positive constant $C_x$, so the shell contributes $-4\pi r^2C_xn_0^{4/3}X(a)$ per unit radius, with

$$X(a)=\tfrac12\int_{-1}^{1}(1+aP_2(t))^{4/3}\,dt .$$

For $-1\le a\le 2$, $X(a)$ exceeds $1+\frac{2a^2}{45}-\frac{8a^3}{2835}$ by at least $0$ and at most $a^4/189$; for $0\le a\le1$ the upper bound is $a^4/378$.

```lean
import Mathlib

open Filter Topology

namespace SlaterExchangeAnisotropy

noncomputable section

/-- The Legendre polynomial `P₂(t)`, with `t` the cosine of the polar angle. -/
def legendreP2 (t : ℝ) : ℝ := (3 * t ^ 2 - 1) / 2

/-- The angular average `X(a)` of `(1 + a P₂)^(4/3)`, the density dependence of Slater exchange
for a density proportional to `1 + a P₂`. -/
def exchangeAverage (a : ℝ) : ℝ :=
  (1 / 2) * ∫ t in (-1 : ℝ)..1, (1 + a * legendreP2 t) ^ (4 / 3 : ℝ)
```

Q: So `exchangeAverage` isn't an energy.

A: No, it is $X(a)$, the positive ratio to the spherical shell's exchange. Both $a$ and $t$ are real numbers, and the power is the real power. Two steps towards a PAW on-site energy are left to you. In an atom $n_0$ and $a$ depend on $r$, so the shell contributions must be integrated. The pseudo-density's contribution must then be subtracted from the all-electron one, so the sign of the error for one shell need not be the sign of the total on-site error. Correlation, gradient corrections, spin polarisation and other multipoles are absent from the model.

Q: Where does the error bound come from? A Taylor remainder looks dangerous where the density vanishes, since high derivatives of $(1+u)^{4/3}$ diverge at $u=-1$.

A: That is why no derivative is used. Write $u=aP_2(t)$ and call the remainder after third order $R(u)$:

```lean
/-- What remains of `(1 + u)^(4/3)` after its third-order Taylor polynomial is removed. -/
def slaterRemainder (u : ℝ) : ℝ :=
  (1 + u) ^ (4 / 3 : ℝ) - (1 + 4 / 3 * u + 2 / 9 * u ^ 2 - 4 / 81 * u ^ 3)
```

With $s=(1+u)^{1/3}\ge0$ we have $u=s^3-1$ and $(1+u)^{4/3}=s^4$. Substituting and collecting powers gives

$$81R=4s^9-30s^6+81s^4-60s^3+5=(s-1)^4Q(s),$$

$$Q(s)=4s^5+16s^4+40s^3+50s^2+20s+5 .$$

All coefficients of $Q$ are positive, so $R\ge0$. The lemma supplies $s$ as a real power, and `ring` checks the factorisation.

```lean
/-- For `u ≥ -1` the Taylor remainder is an explicit polynomial in the cube root `s` of the
relative density `1 + u`, with a fourth-order zero at `s = 1`. -/
theorem slaterRemainder_factor {u : ℝ} (hu : -1 ≤ u) :
    ∃ s : ℝ, 0 ≤ s ∧ s ^ 3 = 1 + u ∧ slaterRemainder u =
      (s - 1) ^ 4 * (4 * s ^ 5 + 16 * s ^ 4 + 40 * s ^ 3 + 50 * s ^ 2 + 20 * s + 5) / 81 := by
  have hx : 0 ≤ 1 + u := by linarith
  obtain ⟨s, hs, h3, h4⟩ : ∃ s : ℝ, 0 ≤ s ∧ s ^ 3 = 1 + u ∧
      (1 + u) ^ (4 / 3 : ℝ) = s ^ 4 := by
    refine ⟨(1 + u) ^ (1 / 3 : ℝ), Real.rpow_nonneg hx _, ?_, ?_⟩
    · rw [← Real.rpow_natCast, ← Real.rpow_mul hx]
      norm_num
    · rw [← Real.rpow_natCast, ← Real.rpow_mul hx]
      norm_num
  refine ⟨s, hs, h3, ?_⟩
  have hus : u = s ^ 3 - 1 := by linarith
  unfold slaterRemainder
  rw [h4, hus]
  ring
```

Q: And the upper bound?

A: Since $u=(s-1)(s^2+s+1)$, compare $Q$ with $(s^2+s+1)^4$:

$$5(s^2+s+1)^4-Q(s)=40s^3+79s^4+76s^5+50s^6+20s^7+5s^8\ge0 .$$

Multiplying by $(s-1)^4/81$ gives $R\le 5u^4/81$ for all $u\ge-1$. In Lean, `positivity` proves the polynomial non-negative and `linarith` compares the two sides.

```lean
/-- For `u ≥ -1` the Taylor remainder lies between `0` and `5u⁴/81`. -/
theorem slaterRemainder_bounds {u : ℝ} (hu : -1 ≤ u) :
    0 ≤ slaterRemainder u ∧ slaterRemainder u ≤ 5 / 81 * u ^ 4 := by
  obtain ⟨s, hs, h3, hR⟩ := slaterRemainder_factor hu
  have hus : u = s ^ 3 - 1 := by linarith
  rw [hR]
  refine ⟨by positivity, ?_⟩
  -- the difference of the two sides has only positive coefficients in s
  have key : 0 ≤ (s - 1) ^ 4 * (40 * s ^ 3 + 79 * s ^ 4 + 76 * s ^ 5 + 50 * s ^ 6
      + 20 * s ^ 7 + 5 * s ^ 8) := by positivity
  rw [hus]
  linarith
```

For $u\ge-\frac12$ the constant can be halved. Here $s\ge\frac34$, because $(3/4)^3=27/64<\frac12$. Let

$$D(s)=\tfrac52(s^2+s+1)^4-Q(s)=\tfrac52s^8+10s^7+25s^6+36s^5+\tfrac{63}{2}s^4-25s^2-10s-\tfrac52 .$$

Then $D(s)/s^2$ increases with $s$, and $D(3/4)\approx0.48>0$, so $D\ge0$ on the whole range and $R\le5u^4/162$. Lean reaches $D\ge0$ by setting $s=\frac34+x$ with $x\ge0$ and finding only positive coefficients.

```lean
/-- For `u ≥ -1/2` the Taylor remainder is at most `5u⁴/162`. -/
theorem slaterRemainder_le {u : ℝ} (hu : -1 / 2 ≤ u) :
    slaterRemainder u ≤ 5 / 162 * u ^ 4 := by
  obtain ⟨s, hs, h3, hR⟩ := slaterRemainder_factor (by linarith : -1 ≤ u)
  have hus : u = s ^ 3 - 1 := by linarith
  have hs' : 3 / 4 ≤ s := by
    by_contra hlt
    have h := pow_le_pow_left₀ hs (not_le.mp hlt).le 3
    norm_num at h
    linarith
  -- expanded about s = 3/4, the difference has only positive coefficients
  have key : 0 ≤ 5 / 2 * (s ^ 2 + s + 1) ^ 4
      - (4 * s ^ 5 + 16 * s ^ 4 + 40 * s ^ 3 + 50 * s ^ 2 + 20 * s + 5) := by
    obtain ⟨x, hx, hsx⟩ : ∃ x : ℝ, 0 ≤ x ∧ s = 3 / 4 + x :=
      ⟨s - 3 / 4, by linarith, by ring⟩
    rw [hsx]
    ring_nf
    positivity
  have hmul := mul_nonneg (by positivity : 0 ≤ (s - 1) ^ 4) key
  rw [hR, hus]
  linarith
```

Q: Now the angular average.

A: The averages of $t^2,t^4,t^6,t^8$ are $\frac13,\frac15,\frac17,\frac19$. Expanding the powers of $P_2$ gives

$$\langle P_2\rangle=0,\quad \langle P_2^2\rangle=\tfrac14\left(\tfrac95-2+1\right)=\tfrac15,\quad \langle P_2^3\rangle=\tfrac18\left(\tfrac{27}7-\tfrac{27}5+3-1\right)=\tfrac2{35},$$

$$\langle P_2^4\rangle=\tfrac1{16}\left(9-\tfrac{108}7+\tfrac{54}5-4+1\right)=\tfrac3{35}.$$

The lemma treats all of them at once, with free coefficients `d₀` to `d₄` and an explicit antiderivative.

```lean
/-- The angular averages of `1, P₂, P₂², P₂³, P₂⁴` are `1, 0, 1/5, 2/35, 3/35`, stated for
an arbitrary linear combination. -/
theorem legendre_quartic_average (d₀ d₁ d₂ d₃ d₄ : ℝ) :
    (1 / 2) * ∫ t in (-1 : ℝ)..1, (d₀ + d₁ * legendreP2 t + d₂ * legendreP2 t ^ 2
      + d₃ * legendreP2 t ^ 3 + d₄ * legendreP2 t ^ 4)
      = d₀ + d₂ / 5 + 2 * d₃ / 35 + 3 * d₄ / 35 := by
  unfold legendreP2
  -- an explicit antiderivative
  have h : ∀ x ∈ Set.uIcc (-1 : ℝ) 1, HasDerivAt (fun t : ℝ =>
      (d₀ - d₁ / 2 + d₂ / 4 - d₃ / 8 + d₄ / 16) * t ^ 1
      + (d₁ / 2 - d₂ / 2 + 3 * d₃ / 8 - d₄ / 4) * t ^ 3
      + (9 * d₂ / 20 - 27 * d₃ / 40 + 27 * d₄ / 40) * t ^ 5
      + (27 * d₃ / 56 - 27 * d₄ / 28) * t ^ 7 + (9 * d₄ / 16) * t ^ 9)
      (d₀ + d₁ * ((3 * x ^ 2 - 1) / 2) + d₂ * ((3 * x ^ 2 - 1) / 2) ^ 2
        + d₃ * ((3 * x ^ 2 - 1) / 2) ^ 3 + d₄ * ((3 * x ^ 2 - 1) / 2) ^ 4) x := by
    intro x _
    refine HasDerivAt.congr_deriv ((((((hasDerivAt_pow 1 x).const_mul _).fun_add
      ((hasDerivAt_pow 3 x).const_mul _)).fun_add
      ((hasDerivAt_pow 5 x).const_mul _)).fun_add
      ((hasDerivAt_pow 7 x).const_mul _)).fun_add
      ((hasDerivAt_pow 9 x).const_mul _)) ?_
    push_cast
    ring
  rw [intervalIntegral.integral_eq_sub_of_hasDerivAt h
    (Continuous.intervalIntegrable (by fun_prop) _ _)]

  ring
```

The cubic Taylor polynomial therefore averages to

$$1+\tfrac29\cdot\tfrac{a^2}5-\tfrac4{81}\cdot\tfrac{2a^3}{35}=1+\tfrac{2a^2}{45}-\tfrac{8a^3}{2835},$$

and a pointwise bound $0\le R\le Cu^4$ becomes $0\le\langle R\rangle\le 3Ca^4/35$. Lean integrates the two inequalities separately with `integral_mono_on`, after establishing continuity of the integrands.

```lean
/-- A pointwise bound `0 ≤ remainder ≤ C (a P₂)⁴` over all angles gives the bound
`3Ca⁴/35` for the angular average. -/
theorem average_bounds {a C : ℝ} (h : ∀ t ∈ Set.Icc (-1 : ℝ) 1,
    0 ≤ slaterRemainder (a * legendreP2 t) ∧
      slaterRemainder (a * legendreP2 t) ≤ C * (a * legendreP2 t) ^ 4) :
    0 ≤ exchangeAverage a - (1 + 2 * a ^ 2 / 45 - 8 * a ^ 3 / 2835) ∧
    exchangeAverage a - (1 + 2 * a ^ 2 / 45 - 8 * a ^ 3 / 2835) ≤ 3 * C / 35 * a ^ 4 := by
  have hc : Continuous fun t : ℝ => (1 + a * legendreP2 t) ^ (4 / 3 : ℝ) := by
    have h1 : Continuous fun t : ℝ => 1 + a * legendreP2 t := by
      unfold legendreP2
      fun_prop
    exact h1.rpow_const (fun _ => Or.inr (by norm_num))
  have hp : ∀ d : ℝ, Continuous fun t : ℝ => 1 + (4 / 3 * a) * legendreP2 t
      + (2 / 9 * a ^ 2) * legendreP2 t ^ 2 + (-4 / 81 * a ^ 3) * legendreP2 t ^ 3
      + d * legendreP2 t ^ 4 := by
    intro d
    unfold legendreP2
    fun_prop
  have hab : (-1 : ℝ) ≤ 1 := by norm_num
  have lo := intervalIntegral.integral_mono_on (μ := MeasureTheory.volume) hab
    ((hp 0).intervalIntegrable _ _)
    (hc.intervalIntegrable _ _) (fun t ht => by
      have h1 := (h t ht).1
      unfold slaterRemainder at h1
      linarith)
  have hi := intervalIntegral.integral_mono_on (μ := MeasureTheory.volume) hab
    (hc.intervalIntegrable _ _)
    ((hp (C * a ^ 4)).intervalIntegrable _ _) (fun t ht => by
      have h1 := (h t ht).2
      unfold slaterRemainder at h1
      linarith)
  have m0 := legendre_quartic_average 1 (4 / 3 * a) (2 / 9 * a ^ 2) (-4 / 81 * a ^ 3) 0
  have m1 := legendre_quartic_average 1 (4 / 3 * a) (2 / 9 * a ^ 2) (-4 / 81 * a ^ 3)
    (C * a ^ 4)
  unfold exchangeAverage
  constructor <;> linarith
```

Q: Which anisotropies are allowed?

A: Those that keep the density non-negative. As $-\frac12\le P_2\le1$ on $[-1,1]$, the range $-1\le a\le2$ gives $1+aP_2\ge0$.

```lean
/-- For `-1 ≤ a ≤ 2` the relative density `1 + a P₂` is non-negative at every angle. -/
theorem density_nonneg {a t : ℝ} (ha : -1 ≤ a) (ha' : a ≤ 2) (ht : t ∈ Set.Icc (-1 : ℝ) 1) :
    0 ≤ 1 + a * legendreP2 t := by
  have h1 : -1 / 2 ≤ legendreP2 t := by
    unfold legendreP2
    nlinarith [sq_nonneg t]
  have h2 : legendreP2 t ≤ 1 := by
    unfold legendreP2
    nlinarith [mul_nonneg (sub_nonneg.2 ht.1) (sub_nonneg.2 ht.2)]
  rcases le_total 0 a with h | h
  · nlinarith [mul_nonneg h (sub_nonneg.2 h1)]
  · nlinarith [mul_nonneg (neg_nonneg.2 h) (sub_nonneg.2 h2)]
```

Inserting $C=5/81$ gives the bound $a^4/189$ on that range.

```lean
/-- For `-1 ≤ a ≤ 2` the angular average of `(1 + a P₂)^(4/3)` exceeds its third-order expansion by
at least `0` and at most `a⁴/189`. -/
theorem exchangeAverage_expansion {a : ℝ} (ha : -1 ≤ a) (ha' : a ≤ 2) :
    0 ≤ exchangeAverage a - (1 + 2 * a ^ 2 / 45 - 8 * a ^ 3 / 2835) ∧
    exchangeAverage a - (1 + 2 * a ^ 2 / 45 - 8 * a ^ 3 / 2835) ≤ a ^ 4 / 189 := by
  have h := average_bounds (a := a) (C := 5 / 81) (fun t ht =>
    slaterRemainder_bounds (by linarith [density_nonneg ha ha' ht]))
  exact ⟨h.1, by linarith [h.2]⟩
```

For $0\le a\le1$ we have $aP_2\ge-\frac12$, so $C=5/162$ applies and gives $a^4/378$.

```lean
/-- For `0 ≤ a ≤ 1` the excess over the third-order expansion is at most `a⁴/378`. -/
theorem exchangeAverage_sharper {a : ℝ} (ha : 0 ≤ a) (ha' : a ≤ 1) :
    exchangeAverage a - (1 + 2 * a ^ 2 / 45 - 8 * a ^ 3 / 2835) ≤ a ^ 4 / 378 := by
  have h := average_bounds (a := a) (C := 5 / 162) (fun t _ => by
    have hu : -1 / 2 ≤ a * legendreP2 t := by
      unfold legendreP2
      nlinarith [mul_nonneg ha (sq_nonneg t)]
    exact ⟨(slaterRemainder_bounds (by linarith)).1, slaterRemainder_le hu⟩)
  linarith [h.2]
```

Q: Does the factor of two matter?

A: It fixes the sign up to $a=1$. The second-order error obeys

$$X(a)-1-\tfrac{2a^2}{45}\le a^3\left(-\tfrac{8}{2835}+\tfrac{a}{378}\right),$$

and $\frac1{378}=\frac{7.5}{2835}$, so the right side is negative for $0<a\le1$. The second-order formula then overestimates $X$, which makes the exchange energy too negative.

```lean
/-- For `0 < a ≤ 1` the second-order expansion strictly overestimates the average. -/
theorem exchangeAverage_lt_second_order {a : ℝ} (ha : 0 < a) (ha' : a ≤ 1) :
    exchangeAverage a < 1 + 2 * a ^ 2 / 45 := by
  have h := exchangeAverage_sharper ha.le ha'
  have h3 := pow_pos ha 3
  have h4 := mul_nonneg h3.le (sub_nonneg.2 ha')
  linarith
```

Q: What if I drop $a>0$?

A: Take $a=-1$. The lower bound gives $X(-1)\ge1+\frac2{45}+\frac8{2835}$, so second order now underestimates. The same happens for every $a$ in $[-1,0)$, and at $a=0$ the two sides are equal.

Q: Give me numbers for a moderate anisotropy.

A: For $a=\frac12$, second order gives $1+\frac1{90}\approx1.011111$. The cubic term is $-\frac1{2835}\approx-0.000353$, and the bound on the rest is $\frac1{6048}\approx0.000165$. Hence $X(\frac12)$ lies between about $1.010758$ and $1.010924$, and second order overestimates the anisotropy correction $X-1$ by between 1.7 and 3.3 per cent.

Q: "Leading error" is still a phrase. Where is it a statement?

A: It is a limit: $(X(a)-1-2a^2/45)/a^3\to-8/2835$ as $a\to0$ from either side, with $a=0$ itself excluded by `𝓝[≠] 0`. Dividing the main bound by $|a|^3$ shows that the distance from the limit is at most $|a|/189$, and a squeeze finishes the argument.

```lean
/-- The error of the second-order expansion, divided by `a³`, tends to `-8/2835` as the
anisotropy `a` tends to zero. -/
theorem leading_error_cubic :
    Tendsto (fun a : ℝ => (exchangeAverage a - (1 + 2 * a ^ 2 / 45)) / a ^ 3)
      (𝓝[≠] 0) (𝓝 (-8 / 2835)) := by
  rw [tendsto_iff_norm_sub_tendsto_zero]
  have hlim : Tendsto (fun a : ℝ => |a| / 189) (𝓝 0) (𝓝 0) := by
    simpa using (continuous_abs.div_const (189 : ℝ)).tendsto 0
  refine squeeze_zero' (Eventually.of_forall fun _ => norm_nonneg _) ?_
    (hlim.mono_left nhdsWithin_le_nhds)
  filter_upwards [self_mem_nhdsWithin, mem_nhdsWithin_of_mem_nhds
    (Icc_mem_nhds (by norm_num : (-1 : ℝ) < 0) (by norm_num : (0 : ℝ) < 2))] with a ha hI
  have h3 : a ^ 3 ≠ 0 := pow_ne_zero 3 ha
  have h := exchangeAverage_expansion hI.1 hI.2
  have e : (exchangeAverage a - (1 + 2 * a ^ 2 / 45)) / a ^ 3 - (-8 / 2835)
      = (exchangeAverage a - (1 + 2 * a ^ 2 / 45 - 8 * a ^ 3 / 2835)) / a ^ 3 := by
    rw [eq_div_iff h3, sub_mul, div_mul_cancel₀ _ h3]
    ring
  have habs : |a| * |a ^ 3| = a ^ 4 := by
    rw [← abs_mul, show a * a ^ 3 = a ^ 4 by ring]
    exact abs_of_nonneg (by positivity)
  rw [e, Real.norm_eq_abs, abs_div, abs_of_nonneg h.1, div_le_iff₀ (abs_pos.mpr h3)]
  linarith [h.2]


end

end SlaterExchangeAnisotropy
```

```lean
#print axioms SlaterExchangeAnisotropy.exchangeAverage_lt_second_order
#print axioms SlaterExchangeAnisotropy.leading_error_cubic
```

```
'SlaterExchangeAnisotropy.exchangeAverage_lt_second_order' depends on axioms: [propext, Classical.choice, Quot.sound]
'SlaterExchangeAnisotropy.leading_error_cubic' depends on axioms: [propext, Classical.choice, Quot.sound]
```
